# Hermitian hopping between two sublattices with imaginary charge fields: even flavour numbers have nonnegative determinant weights

Let K be a Hermitian hopping matrix and D a diagonal matrix of signs ±1 with DKD = −K. Let P be the ordered product of the time slices exp(−K) exp(iφ_l), where each φ_l is a real diagonal matrix, and let Φ be the sum of all field values. Then

w = exp(−iΦ/2) det(1 + P)

is real, so w^N ≥ 0 for every even N. For odd N this can fail: a single site with K = 0 and one time slice with φ = 2π has w = −2.

Determinant Monte Carlo can sample field configurations with a probability proportional to their weight if that weight is nonnegative. Otherwise it samples the absolute value and carries the sign or phase in the averages. For N fermion flavours with the same hopping and the same field, the weight is w^N up to a positive factor. The one-flavour weight w arises for a repulsive Hubbard-type interaction on a bipartite lattice at half filling, when a real field φ couples to the charge through exp(iφ(n̂ − 1/2)) for each flavour, n̂ being the occupation of the site by that flavour. The −1/2 produces the prefactor exp(−iΦ/2). The condition DKD = −K says that hopping connects only opposite sublattices and that there are no on-site energies. The passage from the interacting Hamiltonian to w, by time slicing, decoupling and the trace over fermion states, is taken as given.

## Sites, slices and the weight

```lean
import Mathlib

open Matrix

namespace DeterminantQMCPhase

noncomputable section

variable {n : Type*} [Fintype n] [DecidableEq n]
```

The letter `n` stands for the finite set of site labels, not for a density.

```lean
/-- One time slice: the hopping factor `exp(-K)` times the diagonal matrix of the phases `exp(i f)`
of a real site field. -/
def slice (K : Matrix n n ℂ) (f : n → ℝ) : Matrix n n ℂ :=
  NormedSpace.exp (-K) * diagonal (fun i => Complex.exp (Complex.I * (f i : ℂ)))
```

A field `f` assigns a real number to each site. The slice is the matrix

B(f) = exp(−K) F, with F = diag(exp(i f_i)).

`NormedSpace.exp` is the matrix exponential. The time step is absorbed into `K`, which is the same in every slice.

```lean
/-- The ordered product of all time slices, one for each field in the list. -/
def propagator (K : Matrix n n ℂ) (φ : List (n → ℝ)) : Matrix n n ℂ :=
  (φ.map (slice K)).prod
```

Here `φ` is a list of fields, one per time slice, and P is the product of the B(φ_l) with the first field leftmost. An empty list gives P = 1.

```lean
/-- The auxiliary field summed over all sites and time slices. -/
def totalField (φ : List (n → ℝ)) : ℝ :=
  (φ.map (fun f => ∑ i, f i)).sum
```

This is Φ = Σ_l Σ_i φ_l(i), a real number.

```lean
/-- The weight of one fermion flavour: `exp(-i Φ/2) det(1 + P)`, with `Φ` the total field
and `P` the propagator. -/
def weight (K : Matrix n n ℂ) (φ : List (n → ℝ)) : ℂ :=
  Complex.exp (-(Complex.I * (totalField φ : ℂ) / 2)) * (1 + propagator K φ).det
```

This is w for one flavour. The positive Gaussian factor that usually accompanies the field is left out, since it doesn't affect the sign.

## Hopping that the signs reverse

```lean
/-- A diagonal matrix of signs squares to the identity. -/
theorem sign_sq {s : n → ℂ} (hs : ∀ i, s i = 1 ∨ s i = -1) :
    diagonal s * diagonal s = 1 := by
  rw [diagonal_mul_diagonal, ← diagonal_one]
  refine congrArg diagonal (funext fun i => ?_)
  rcases hs i with h | h <;> simp [h]
```

A theorem in Lean lists its hypotheses in brackets after its name, and its conclusion follows the first colon outside all brackets. Here `s` is the diagonal of D, and `hs` says that each entry is 1 or −1. The conclusion is D² = 1, checked entry by entry.

```lean
/-- If a diagonal matrix of signs `D` reverses the sign of the hopping, `DKD = -K`, then
`exp(-K) D exp(-K) = D`. -/
theorem hopping_preserves_sign {s : n → ℂ} {K : Matrix n n ℂ}
    (hs : ∀ i, s i = 1 ∨ s i = -1) (hK : diagonal s * K * diagonal s = -K) :
    NormedSpace.exp (-K) * diagonal s * NormedSpace.exp (-K) = diagonal s := by
  have hD := sign_sq hs
  have hinv : (diagonal s)⁻¹ = diagonal s := Matrix.inv_eq_right_inv hD
  have hU : IsUnit (diagonal s) := ⟨⟨diagonal s, diagonal s, hD, hD⟩, rfl⟩
  -- conjugation by the signs inverts the hopping factor
  have h1 : NormedSpace.exp K = diagonal s * NormedSpace.exp (-K) * diagonal s := by
    have h := Matrix.exp_conj (diagonal s) (-K) hU
    have e : diagonal s * -K * diagonal s = K := by
      rw [mul_neg, neg_mul, hK, neg_neg]
    rwa [hinv, e] at h
  have h2 : NormedSpace.exp (-K) * NormedSpace.exp K = 1 := by
    rw [← Matrix.exp_add_of_commute _ _ (Commute.neg_left (Commute.refl K)),
      neg_add_cancel, NormedSpace.exp_zero]
  calc NormedSpace.exp (-K) * diagonal s * NormedSpace.exp (-K)
      = NormedSpace.exp (-K) * diagonal s * NormedSpace.exp (-K)
          * (diagonal s * diagonal s) := by rw [hD, mul_one]
    _ = NormedSpace.exp (-K) * (diagonal s * NormedSpace.exp (-K) * diagonal s)
          * diagonal s := by simp only [mul_assoc]
    _ = diagonal s := by rw [← h1, h2, one_mul]
```

The hypothesis `hK` is DKD = −K. Since D is its own inverse, conjugation passes through the exponential:

D exp(−K) D = exp(−DKD) = exp(K).

This is `h1`, and `h2` is exp(−K) exp(K) = 1. The `calc` chain inserts D² = 1 on the right and regroups:

exp(−K) D exp(−K) = exp(−K) [D exp(−K) D] D = exp(−K) exp(K) D = D.

```lean
/-- If a diagonal matrix of signs reverses the sign of the hopping, then
`det exp(-K) = 1`. -/
theorem det_hopping {s : n → ℂ} {K : Matrix n n ℂ}
    (hs : ∀ i, s i = 1 ∨ s i = -1) (hK : diagonal s * K * diagonal s = -K) :
    (NormedSpace.exp (-K)).det = 1 := by
  -- write exp(-K) as the square of exp(-K/2), whose determinant is plus or minus one
  have hK' : diagonal s * ((1 / 2 : ℂ) • K) * diagonal s = -((1 / 2 : ℂ) • K) := by
    rw [Matrix.mul_smul, Matrix.smul_mul, hK, smul_neg]
  have h := congrArg Matrix.det (hopping_preserves_sign hs hK')
  have hd := congrArg Matrix.det (sign_sq hs)
  rw [det_mul, det_mul] at h
  rw [det_mul, det_one] at hd
  have e : -K = -((1 / 2 : ℂ) • K) + -((1 / 2 : ℂ) • K) := by module
  rw [e, Matrix.exp_add_of_commute _ _ (Commute.refl _), det_mul]
  linear_combination (diagonal s).det * h +
    (1 - (NormedSpace.exp (-((1 / 2 : ℂ) • K))).det
      * (NormedSpace.exp (-((1 / 2 : ℂ) • K))).det) * hd
```

The matrix K/2 also changes sign under D, so the previous theorem applies to A = exp(−K/2) and gives A D A = D. With a = det A and d = det D, determinants give

a² d = d and d² = 1, hence a² = 1.

Since exp(−K) = A², its determinant is a² = 1. In the code `congrArg Matrix.det` takes the determinant of both sides of an equation, and `linear_combination` combines the two scalar equations into the result.

## A propagator that preserves the sign matrix

```lean
/-- For Hermitian hopping `K` and a diagonal matrix of signs `D` with `DKD = -K`, the
propagator is pseudo-unitary: `P D P† = D`. -/
theorem propagator_pseudoUnitary {s : n → ℂ} {K : Matrix n n ℂ} (hH : K.IsHermitian)
    (hs : ∀ i, s i = 1 ∨ s i = -1) (hK : diagonal s * K * diagonal s = -K)
    (φ : List (n → ℝ)) :
    propagator K φ * diagonal s * (propagator K φ)ᴴ = diagonal s := by
  have hphase : ∀ x : ℝ, Complex.exp (Complex.I * (x : ℂ))
      * star (Complex.exp (Complex.I * (x : ℂ))) = 1 := by
    intro x
    rw [Complex.star_def, ← Complex.exp_conj, ← Complex.exp_add]
    simp
  have hE : (NormedSpace.exp (-K))ᴴ = NormedSpace.exp (-K) := by
    rw [← Matrix.exp_conjTranspose, conjTranspose_neg, hH.eq]
  -- a single slice preserves the sign matrix
  have hslice : ∀ f : n → ℝ, slice K f * diagonal s * (slice K f)ᴴ = diagonal s := by
    intro f
    have hF : diagonal (fun i => Complex.exp (Complex.I * (f i : ℂ))) * diagonal s
        * (diagonal (fun i => Complex.exp (Complex.I * (f i : ℂ))))ᴴ = diagonal s := by
      rw [diagonal_conjTranspose, diagonal_mul_diagonal, diagonal_mul_diagonal]
      refine congrArg diagonal (funext fun i => ?_)
      change Complex.exp (Complex.I * (f i : ℂ)) * s i
        * star (Complex.exp (Complex.I * (f i : ℂ))) = s i
      linear_combination s i * hphase (f i)
    have h := hopping_preserves_sign hs hK
    rw [← hF] at h
    rw [slice, conjTranspose_mul, hE]
    simp only [mul_assoc] at h hF ⊢
    rw [h, hF]
  induction φ with
  | nil => simp [propagator]
  | cons f φ ih =>
    have e : propagator K (f :: φ) = slice K f * propagator K φ := by simp [propagator]
    rw [e, conjTranspose_mul]
    calc slice K f * propagator K φ * diagonal s * ((propagator K φ)ᴴ * (slice K f)ᴴ)
        = slice K f * (propagator K φ * diagonal s * (propagator K φ)ᴴ)
            * (slice K f)ᴴ := by simp only [mul_assoc]
      _ = diagonal s := by rw [ih, hslice]
```

The new hypothesis `hH` says that K is Hermitian, which includes the real symmetric case. The symbol `ᴴ` is the adjoint †, and `star` of a complex number is its conjugate. The claim is

P D P† = D.

For one slice, E = exp(−K) is Hermitian (`hE`), and the phases in F cancel against their conjugates (`hphase`), so F D F† = D (`hF`). Therefore

B D B† = E F D F† E = E D E = D.

The product follows by induction on the number of slices. With no slices, P = 1 and the claim is trivial. If P′ satisfies it and one more slice B is put in front, then

(B P′) D (B P′)† = B (P′ D P′†) B† = B D B† = D.

```lean
/-- If a diagonal matrix of signs reverses the sign of the hopping, the determinant of the
propagator is the pure phase `exp(i Φ)` of the total field. -/
theorem det_propagator {s : n → ℂ} {K : Matrix n n ℂ}
    (hs : ∀ i, s i = 1 ∨ s i = -1) (hK : diagonal s * K * diagonal s = -K)
    (φ : List (n → ℝ)) :
    (propagator K φ).det = Complex.exp (Complex.I * (totalField φ : ℂ)) := by
  induction φ with
  | nil => simp [propagator, totalField]
  | cons f φ ih =>
    have e : propagator K (f :: φ) = slice K f * propagator K φ := by simp [propagator]
    have t : totalField (f :: φ) = (∑ i, f i) + totalField φ := by simp [totalField]
    rw [e, t, det_mul, ih, slice, det_mul, det_hopping hs hK, one_mul, det_diagonal,
      ← Complex.exp_sum, ← Finset.mul_sum, ← Complex.exp_add]
    push_cast
    rw [mul_add]
```

The determinant of a product is the product of the determinants. Each hopping factor contributes 1 and each field factor contributes exp(i Σ_i f_i), so

det P = exp(iΦ).

The induction adds one slice at a time. Hermiticity isn't used here.

## Why half the phase makes the determinant real

```lean
/-- For Hermitian hopping `K` and a diagonal matrix of signs `D` with `DKD = -K`, the
flavour weight `exp(-i Φ/2) det(1 + P)` is real for every real auxiliary field. -/
theorem weight_real {s : n → ℂ} {K : Matrix n n ℂ} (hH : K.IsHermitian)
    (hs : ∀ i, s i = 1 ∨ s i = -1) (hK : diagonal s * K * diagonal s = -K)
    (φ : List (n → ℝ)) : (weight K φ).im = 0 := by
  -- pseudo-unitarity relates 1 + P to its adjoint
  have hm : propagator K φ * diagonal s * (1 + propagator K φ)ᴴ
      = (1 + propagator K φ) * diagonal s := by
    rw [conjTranspose_add, conjTranspose_one, mul_add, mul_one,
      propagator_pseudoUnitary hH hs hK, add_mul, one_mul, add_comm]
  have h := congrArg Matrix.det hm
  have hd := congrArg Matrix.det (sign_sq hs)
  rw [det_mul, det_mul, det_mul, det_conjTranspose, det_propagator hs hK] at h
  rw [det_mul, det_one] at hd
  have hr : (1 + propagator K φ).det = Complex.exp (Complex.I * (totalField φ : ℂ))
      * star (1 + propagator K φ).det := by
    linear_combination (-(diagonal s).det) * h +
      (Complex.exp (Complex.I * (totalField φ : ℂ)) * star (1 + propagator K φ).det
        - (1 + propagator K φ).det) * hd
  -- conjugating the prefactor exp(-i Φ/2) multiplies it by exp(i Φ)
  have hc : (starRingEnd ℂ) (Complex.exp (-(Complex.I * (totalField φ : ℂ) / 2)))
      = Complex.exp (-(Complex.I * (totalField φ : ℂ) / 2))
        * Complex.exp (Complex.I * (totalField φ : ℂ)) := by
    rw [← Complex.exp_conj, ← Complex.exp_add]
    congr 1
    simp only [map_neg, map_div₀, map_mul, Complex.conj_I, Complex.conj_ofReal,
      map_ofNat]
    ring
  apply Complex.conj_eq_iff_im.mp
  rw [weight, map_mul, hc]
  rw [Complex.star_def] at hr
  linear_combination (-Complex.exp (-(Complex.I * (totalField φ : ℂ) / 2))) * hr
```

The conclusion `(weight K φ).im = 0` says that the imaginary part of w vanishes. Expanding the adjoint and using P D P† = D gives the matrix identity `hm`:

P D (1 + P)† = P D + D = (1 + P) D.

Write z = det(1 + P). Taking determinants,

exp(iΦ) d conj(z) = z d.

Multiplying by d and using d² = 1 gives `hr`:

z = exp(iΦ) conj(z).

Now w = exp(−iΦ/2) z, and therefore

conj(w) = exp(iΦ/2) conj(z) = exp(iΦ/2) exp(−iΦ) z = exp(−iΦ/2) z = w.

The step `hc` writes the conjugated prefactor exp(iΦ/2) as exp(−iΦ/2) exp(iΦ). The last line combines it with `hr` to obtain conj(w) = w, which is equivalent to a vanishing imaginary part.

## Even and odd numbers of flavours

```lean
/-- Under the same conditions on the hopping, an even number `N` of flavours in a common
field has a real and nonnegative total weight. -/
theorem even_flavours_nonneg {s : n → ℂ} {K : Matrix n n ℂ} (hH : K.IsHermitian)
    (hs : ∀ i, s i = 1 ∨ s i = -1) (hK : diagonal s * K * diagonal s = -K)
    (φ : List (n → ℝ)) {N : ℕ} (hN : Even N) :
    (weight K φ ^ N).im = 0 ∧ 0 ≤ (weight K φ ^ N).re := by
  have hw : weight K φ = ((weight K φ).re : ℂ) :=
    Complex.ext (by simp) (by simp [weight_real hH hs hK φ])
  rw [hw, ← Complex.ofReal_pow]
  exact ⟨Complex.ofReal_im _, by rw [Complex.ofReal_re]; exact hN.pow_nonneg _⟩
```

`N` counts flavours that share the same hopping and the same field, so their joint weight is w^N. For spin-1/2 electrons N = 2. Since the order relation is meant for real numbers, the conclusion has two parts: the imaginary part of w^N is zero and its real part is at least zero. The proof replaces w by its real part and uses that an even power of a real number is nonnegative.

For this finite, sliced model with sign-reversing hopping, every configuration of an even number of flavours can thus be sampled without a separate sign factor. A weight may still be zero.

```lean
/-- One site without hopping, in a single time slice with field `2π`, has flavour
weight `-2`. -/
theorem one_site_weight :
    weight (0 : Matrix (Fin 1) (Fin 1) ℂ) [fun _ => 2 * Real.pi] = -2 := by
  have h : Complex.exp (Complex.I * ((2 * Real.pi : ℝ) : ℂ)) = 1 := by
    push_cast
    rw [mul_comm]
    exact Complex.exp_two_pi_mul_I
  have hP : propagator (0 : Matrix (Fin 1) (Fin 1) ℂ) [fun _ => 2 * Real.pi] = 1 := by
    simp only [propagator, slice, List.map_cons, List.map_nil, List.prod_cons,
      List.prod_nil, h, neg_zero, NormedSpace.exp_zero, diagonal_one, mul_one]
  have ht : totalField [fun _ : Fin 1 => 2 * Real.pi] = 2 * Real.pi := by
    simp [totalField]
  have he : -(Complex.I * ((2 * Real.pi : ℝ) : ℂ) / 2) = -((Real.pi : ℂ) * Complex.I) := by
    push_cast
    ring
  rw [weight, hP, ht, he, Complex.exp_neg, Complex.exp_pi_mul_I, Matrix.det_fin_one,
    Matrix.add_apply, Matrix.one_apply_eq]
  norm_num
```

`Fin 1` is a set with one site, and the list holds one constant field. With K = 0 and φ = 2π,

P = exp(2πi) = 1, det(1 + P) = 2, exp(−iΦ/2) = exp(−iπ) = −1,

so w = −2. The steps `hP`, `ht` and `he` evaluate the propagator, the total field and the exponent of the prefactor. This site satisfies the conditions of the general theorem, with D = 1. For a general field on it, a line of algebra gives w = 2 cos(φ/2), which shows how the sign changes as the field grows.

```lean
/-- In that one-site configuration an odd number `N` of flavours has the negative total
weight `-2^N`. -/
theorem odd_flavours_negative {N : ℕ} (hN : Odd N) :
    weight (0 : Matrix (Fin 1) (Fin 1) ℂ) [fun _ => 2 * Real.pi] ^ N = -(2 ^ N) := by
  rw [one_site_weight, hN.neg_pow]
```

For odd N,

w^N = (−2)^N = −2^N.

So there is a negative weight for each odd flavour number. The theorem concerns this configuration and doesn't say how often negative weights occur in a larger system.

## A bond that meets the conditions

```lean
/-- A bond between two sites with complex hopping amplitude `t` is Hermitian and changes
sign under the staggered signs `(1, -1)`. -/
theorem two_site_bond_witness (t : ℂ) :
    (!![0, t; star t, 0] : Matrix (Fin 2) (Fin 2) ℂ).IsHermitian ∧
    diagonal ![1, -1] * !![0, t; star t, 0] * diagonal ![1, -1]
      = -(!![0, t; star t, 0] : Matrix (Fin 2) (Fin 2) ℂ) := by
  constructor
  · ext i j
    fin_cases i <;> fin_cases j <;> simp [Matrix.conjTranspose_apply]
  · ext i j
    fin_cases i <;> fin_cases j <;> simp [Matrix.mul_apply, Fin.sum_univ_succ]

end

end DeterminantQMCPhase
```

The conditions on K also admit nonzero hopping. The notation `!![0, t; star t, 0]` is the 2 × 2 matrix with rows (0, t) and (conj(t), 0), a bond between two sites with complex amplitude t. It equals its own adjoint. With D = diag(1, −1), each off-diagonal entry is multiplied by one factor +1 and one factor −1, so DKD = −K. Both statements are checked entry by entry. A complex t allows for the phase that a magnetic vector potential puts on a bond.

```lean
#print axioms DeterminantQMCPhase.even_flavours_nonneg
#print axioms DeterminantQMCPhase.odd_flavours_negative
```

```
'DeterminantQMCPhase.even_flavours_nonneg' depends on axioms: [propext, Classical.choice, Quot.sound]
'DeterminantQMCPhase.odd_flavours_negative' depends on axioms: [propext, Classical.choice, Quot.sound]
```
